# With a symmetric matrix 0 < m ≤ A ≤ M, the linearized amplitude iteration converges for every step 0 < s < 2/M

For a single amplitude t with equation b + a t = 0 and a > 0, the update t ↦ t − s(b + a t) multiplies the error t + b/a by 1 − s a, so it converges to the solution −b/a from every start exactly when 0 < s < 2/a. For many amplitudes a becomes a real symmetric matrix A, and if m x·x ≤ x·Ax ≤ M x·x for all x, with 0 < m ≤ M, every step 0 < s < 2/M still gives convergence from any start.

In Lean 4 with Mathlib:

```lean
import Mathlib

open Matrix Filter Topology

namespace LinearizedAmplitudeIteration

noncomputable section

variable {n : Type*} [Fintype n]

/-- The quadratic form of `A` lies between `m` and `M` times the squared length. -/
def FormBounds (A : Matrix n n ℝ) (m M : ℝ) : Prop :=
  ∀ x : n → ℝ, m * (x ⬝ᵥ x) ≤ x ⬝ᵥ A *ᵥ x ∧ x ⬝ᵥ A *ᵥ x ≤ M * (x ⬝ᵥ x)

/-- One update of the amplitudes: subtract `s` times the residual `b + A t`. -/
def update (A : Matrix n n ℝ) (b : n → ℝ) (s : ℝ) (t : n → ℝ) : n → ℝ :=
  t - s • (b + A *ᵥ t)

/-- The amplitudes after `k` updates from the start `t₀`. -/
def amplitudes (A : Matrix n n ℝ) (b : n → ℝ) (s : ℝ) (t₀ : n → ℝ) : ℕ → n → ℝ
  | 0 => t₀
  | k + 1 => update A b s (amplitudes A b s t₀ k)

/-- The squared length of a real vector is nonnegative. -/
lemma self_dot_nonneg (x : n → ℝ) : 0 ≤ x ⬝ᵥ x :=
  Finset.sum_nonneg fun i _ => mul_self_nonneg (x i)

/-- For a symmetric matrix with form between `m ≥ 0` and `M > 0`, the squared length
of `A x` is at most `M` times the quadratic form at `x`. -/
theorem residual_sq_le {A : Matrix n n ℝ} {m M : ℝ} (hA : A.IsSymm)
    (hB : FormBounds A m M) (hm : 0 ≤ m) (hM : 0 < M) (x : n → ℝ) :
    (A *ᵥ x) ⬝ᵥ (A *ᵥ x) ≤ M * (x ⬝ᵥ A *ᵥ x) := by
  have hsym : x ⬝ᵥ A *ᵥ (A *ᵥ x) = (A *ᵥ x) ⬝ᵥ (A *ᵥ x) := by
    have h : x ᵥ* A = A *ᵥ x := by
      rw [← Matrix.vecMul_transpose, hA.eq]
    rw [Matrix.dotProduct_mulVec, h]
  -- the form is nonnegative at the trial vector `M x - A x`
  have h1 : 0 ≤ (M • x - A *ᵥ x) ⬝ᵥ A *ᵥ (M • x - A *ᵥ x) :=
    le_trans (mul_nonneg hm (self_dot_nonneg _)) (hB _).1
  have h2 := (hB (A *ᵥ x)).2
  simp only [Matrix.mulVec_sub, Matrix.mulVec_smul, sub_dotProduct, dotProduct_sub,
    smul_dotProduct, dotProduct_smul, smul_eq_mul] at h1
  rw [hsym] at h1
  refine le_of_mul_le_mul_left ?_ hM
  nlinarith [h1, h2]

/-- For a symmetric matrix with form between `m` and `M`, where `0 < m ≤ M`, and a step `0 < s < 2 /
M`, the squared length of `x - s A x` is at most `1 - s m (2 - s M)` times that of `x`. -/
theorem error_contracts {A : Matrix n n ℝ} {m M s : ℝ} (hA : A.IsSymm)
    (hB : FormBounds A m M) (hm : 0 < m) (hmM : m ≤ M) (hs : 0 < s) (hsM : s < 2 / M)
    (x : n → ℝ) :
    (x - s • A *ᵥ x) ⬝ᵥ (x - s • A *ᵥ x) ≤ (1 - s * m * (2 - s * M)) * (x ⬝ᵥ x) := by
  have hM : 0 < M := lt_of_lt_of_le hm hmM
  have h2 : 0 ≤ 2 - s * M := by linarith [(lt_div_iff₀ hM).1 hsM]
  have e1 := mul_nonneg (sq_nonneg s) (sub_nonneg.2 (residual_sq_le hA hB hm.le hM x))
  have e2 := mul_nonneg (mul_nonneg hs.le h2) (sub_nonneg.2 (hB x).1)
  simp only [sub_dotProduct, dotProduct_sub, smul_dotProduct, dotProduct_smul, smul_eq_mul]
  rw [dotProduct_comm (A *ᵥ x) x]
  nlinarith [e1, e2]

/-- If `u` solves the linearized equations `b + A u = 0`, an update sends the error
`e = t - u` to `e - s A e`. -/
theorem error_update {A : Matrix n n ℝ} {b u : n → ℝ} (hu : b + A *ᵥ u = 0)
    (s : ℝ) (t : n → ℝ) :
    update A b s t - u = (t - u) - s • A *ᵥ (t - u) := by
  have hb : b = -(A *ᵥ u) := eq_neg_of_add_eq_zero_left hu
  rw [update, Matrix.mulVec_sub, hb]
  module

/-- An initial error along an eigenvector of `A` with eigenvalue `μ` is multiplied by
`1 - s μ` in every update. -/
theorem eigenvector_error {A : Matrix n n ℝ} {b u v : n → ℝ} {μ : ℝ}
    (hu : b + A *ᵥ u = 0) (hv : A *ᵥ v = μ • v) (s : ℝ) (k : ℕ) :
    amplitudes A b s (u + v) k = u + (1 - s * μ) ^ k • v := by
  induction k with
  | zero => simp [amplitudes]
  | succ k ih =>
    have h := error_update hu s (amplitudes A b s (u + v) k)
    rw [ih, add_sub_cancel_left, Matrix.mulVec_smul, hv] at h
    rw [amplitudes, ih, sub_eq_iff_eq_add'.1 h, pow_succ]
    module

variable [DecidableEq n]

/-- The linearized amplitudes `-A⁻¹ b`. -/
def linearizedAmplitudes (A : Matrix n n ℝ) (b : n → ℝ) : n → ℝ := -(A⁻¹ *ᵥ b)

/-- When the form of `A` is bounded below by `m > 0`, the linearized amplitudes solve
`b + A t = 0`. -/
theorem linearized_equation {A : Matrix n n ℝ} {m M : ℝ} (hB : FormBounds A m M)
    (hm : 0 < m) (b : n → ℝ) : b + A *ᵥ linearizedAmplitudes A b = 0 := by
  -- a null vector would violate the lower bound
  have hdet : A.det ≠ 0 := by
    intro h0
    obtain ⟨v, hv, hAv⟩ := Matrix.exists_mulVec_eq_zero_iff.2 h0
    have h1 := (hB v).1
    rw [hAv, dotProduct_zero] at h1
    have h2 : v ⬝ᵥ v ≤ 0 := by
      by_contra h
      exact absurd h1 (not_le_of_gt (mul_pos hm (not_le.1 h)))
    exact hv (dotProduct_self_eq_zero.1 (le_antisymm h2 (self_dot_nonneg v)))
  rw [linearizedAmplitudes, Matrix.mulVec_neg, Matrix.mulVec_mulVec,
    Matrix.mul_nonsing_inv _ (isUnit_iff_ne_zero.2 hdet), Matrix.one_mulVec, add_neg_cancel]

/-- After `k` updates the squared distance to the linearized amplitudes is at most
`(1 - s m (2 - s M)) ^ k` times its initial value. -/
theorem error_bound {A : Matrix n n ℝ} {m M s : ℝ} (hA : A.IsSymm)
    (hB : FormBounds A m M) (hm : 0 < m) (hmM : m ≤ M) (hs : 0 < s) (hsM : s < 2 / M)
    (b t₀ : n → ℝ) (k : ℕ) :
    (amplitudes A b s t₀ k - linearizedAmplitudes A b) ⬝ᵥ
        (amplitudes A b s t₀ k - linearizedAmplitudes A b) ≤
      (1 - s * m * (2 - s * M)) ^ k *
        ((t₀ - linearizedAmplitudes A b) ⬝ᵥ (t₀ - linearizedAmplitudes A b)) := by
  have hρ : 0 ≤ 1 - s * m * (2 - s * M) := by
    nlinarith [sq_nonneg (1 - s * m),
      mul_nonneg (mul_nonneg (sq_nonneg s) hm.le) (sub_nonneg.2 hmM)]
  induction k with
  | zero => simp [amplitudes]
  | succ k ih =>
    rw [amplitudes, error_update (linearized_equation hB hm b)]
    refine (error_contracts hA hB hm hmM hs hsM _).trans ?_
    exact (mul_le_mul_of_nonneg_left ih hρ).trans_eq (by ring)

/-- For every step `0 < s < 2 / M` the iteration `t ↦ t - s (b + A t)` converges from
any start to the linearized amplitudes `-A⁻¹ b`. -/
theorem amplitudes_tendsto {A : Matrix n n ℝ} {m M s : ℝ} (hA : A.IsSymm)
    (hB : FormBounds A m M) (hm : 0 < m) (hmM : m ≤ M) (hs : 0 < s) (hsM : s < 2 / M)
    (b t₀ : n → ℝ) :
    Tendsto (amplitudes A b s t₀) atTop (𝓝 (linearizedAmplitudes A b)) := by
  have hM : 0 < M := lt_of_lt_of_le hm hmM
  have h2 : 0 < 2 - s * M := by linarith [(lt_div_iff₀ hM).1 hsM]
  have hρ0 : 0 ≤ 1 - s * m * (2 - s * M) := by
    nlinarith [sq_nonneg (1 - s * m),
      mul_nonneg (mul_nonneg (sq_nonneg s) hm.le) (sub_nonneg.2 hmM)]
  have hρ1 : 1 - s * m * (2 - s * M) < 1 := by
    linarith [mul_pos (mul_pos hs hm) h2]
  have hlim := (tendsto_pow_atTop_nhds_zero_of_lt_one hρ0 hρ1).mul_const
    ((t₀ - linearizedAmplitudes A b) ⬝ᵥ (t₀ - linearizedAmplitudes A b))
  rw [zero_mul] at hlim
  refine tendsto_pi_nhds.2 fun i => ?_
  -- each squared component of the error is squeezed to zero
  have hsq : Tendsto (fun k => (amplitudes A b s t₀ k i - linearizedAmplitudes A b i) ^ 2)
      atTop (𝓝 0) := by
    refine squeeze_zero (fun k => sq_nonneg _) (fun k => ?_) hlim
    refine le_trans ?_ (error_bound hA hB hm hmM hs hsM b t₀ k)
    rw [pow_two]
    exact Finset.single_le_sum
      (f := fun j => (amplitudes A b s t₀ k - linearizedAmplitudes A b) j *
        (amplitudes A b s t₀ k - linearizedAmplitudes A b) j)
      (fun j _ => mul_self_nonneg _) (Finset.mem_univ i)
  have habs := hsq.sqrt
  simp only [Real.sqrt_sq_eq_abs, Real.sqrt_zero] at habs
  rw [tendsto_iff_norm_sub_tendsto_zero]
  simpa only [Real.norm_eq_abs] using habs

/-- Under the same conditions the energy `b · t` along the iteration converges to
`-b · A⁻¹ b`. -/
theorem energy_tendsto {A : Matrix n n ℝ} {m M s : ℝ} (hA : A.IsSymm)
    (hB : FormBounds A m M) (hm : 0 < m) (hmM : m ≤ M) (hs : 0 < s) (hsM : s < 2 / M)
    (b t₀ : n → ℝ) :
    Tendsto (fun k => b ⬝ᵥ amplitudes A b s t₀ k) atTop (𝓝 (-(b ⬝ᵥ A⁻¹ *ᵥ b))) := by
  have hc : Continuous fun t : n → ℝ => b ⬝ᵥ t := by
    simp only [dotProduct]
    fun_prop
  have e : b ⬝ᵥ linearizedAmplitudes A b = -(b ⬝ᵥ A⁻¹ *ᵥ b) := by
    rw [linearizedAmplitudes, dotProduct_neg]
  rw [← e]
  exact (hc.tendsto _).comp (amplitudes_tendsto hA hB hm hmM hs hsM b t₀)

/-- If the upper bound `M` is an eigenvalue of `A`, the iteration converges to the
linearized amplitudes from every start exactly when `0 < s < 2 / M`. -/
theorem converges_iff {A : Matrix n n ℝ} {m M : ℝ} (hA : A.IsSymm)
    (hB : FormBounds A m M) (hm : 0 < m) (hmM : m ≤ M) {v : n → ℝ} (hv0 : v ≠ 0)
    (hv : A *ᵥ v = M • v) (b : n → ℝ) (s : ℝ) :
    (∀ t₀, Tendsto (amplitudes A b s t₀) atTop (𝓝 (linearizedAmplitudes A b))) ↔
      0 < s ∧ s < 2 / M := by
  have hM : 0 < M := lt_of_lt_of_le hm hmM
  refine ⟨fun hall => ?_, fun h t₀ => amplitudes_tendsto hA hB hm hmM h.1 h.2 b t₀⟩
  obtain ⟨i, hi⟩ := Function.ne_iff.1 hv0
  have hi' : v i ≠ 0 := hi
  -- start with an error along the eigenvector and follow one component
  have h3 := ((tendsto_pi_nhds.1 (hall (linearizedAmplitudes A b + v)) i).sub_const
    (linearizedAmplitudes A b i)).div_const (v i)
  rw [sub_self, zero_div] at h3
  have hpow : Tendsto (fun k : ℕ => (1 - s * M) ^ k) atTop (𝓝 0) := by
    refine h3.congr fun k => ?_
    rw [eigenvector_error (linearized_equation hB hm b) hv s k, Pi.add_apply,
      Pi.smul_apply, smul_eq_mul, add_sub_cancel_left, mul_div_cancel_right₀ _ hi']
  obtain ⟨hl, hr⟩ := abs_lt.1 (tendsto_pow_atTop_nhds_zero_iff.1 hpow)
  refine ⟨?_, (lt_div_iff₀ hM).2 (by linarith)⟩
  by_contra hs
  nlinarith [mul_nonneg (neg_nonneg.2 (not_lt.1 hs)) hM.le]

end

end LinearizedAmplitudeIteration
```

```lean
#print axioms LinearizedAmplitudeIteration.amplitudes_tendsto
#print axioms LinearizedAmplitudeIteration.energy_tendsto
#print axioms LinearizedAmplitudeIteration.converges_iff
```

```
'LinearizedAmplitudeIteration.amplitudes_tendsto' depends on axioms: [propext, Classical.choice, Quot.sound]
'LinearizedAmplitudeIteration.energy_tendsto' depends on axioms: [propext, Classical.choice, Quot.sound]
'LinearizedAmplitudeIteration.converges_iff' depends on axioms: [propext, Classical.choice, Quot.sound]
```

## Amplitudes, bounds and limits in the code

The finite type `n` labels the excitations kept in the model, and a vector `n → ℝ` holds one real amplitude for each. `FormBounds A m M` is the pair of inequalities above, with `⬝ᵥ` for the dot product and `*ᵥ` for a matrix acting on a vector. For symmetric A it says that all eigenvalues lie between m and M. The function `update` performs one step, `amplitudes A b s t₀ k` is the vector after k steps from t₀, and `linearizedAmplitudes A b` is

u = −A⁻¹b.

The convergence theorems all assume that A is symmetric and satisfies these bounds with 0 < m ≤ M. For 0 < s < 2/M, `amplitudes_tendsto` states that every component of the iterates converges to that of u, for any b and t₀. `error_bound` adds a rate: after k steps the squared error is at most ρᵏ times its initial value, where

ρ = 1 − s m (2 − s M).

`energy_tendsto` gives the limit −b·A⁻¹b for b·t. Finally, `converges_iff` assumes that M is an eigenvalue of A, with a nonzero eigenvector v. Convergence to u from every start is then equivalent to 0 < s < 2/M. If M is only a loose upper bound, larger steps may also work.

## The Hamiltonian block behind A

In linearized coupled-cluster doubles, or CEPA(0), with real orthonormal doubly excited determinants and a Hartree–Fock reference, A is the Hamiltonian block among those determinants minus the reference energy. The vector b couples them to the reference, and b·t is the correlation energy. The constant m > 0 stands for a gap: every state in the excited block must lie above the reference energy. Near-degeneracy can destroy this condition. The constant M bounds the top of the block's spectrum, also measured from the reference energy.

The theorems take A, b and the bounds as given; they do not construct them from a Hamiltonian. Within this finite, linear model they tell a programmer which fixed steps are safe in exact arithmetic. Orbital-energy denominators, convergence acceleration and the nonlinear coupled-cluster terms are not treated.

## Why the error shrinks

The lower bound makes A invertible: if Av = 0, then m v·v ≤ 0, so v = 0. Hence b + Au = 0. This is `linearized_equation`, which also ensures that the code's `A⁻¹` is a true inverse. Writing e = t − u and substituting b = −Au, one update gives

e ↦ e − s(b + At) = e − sAe,

which is `error_update`.

The length of Ae must now be controlled. For any x, the form is nonnegative at Mx − Ax. Expanding it and using symmetry gives

0 ≤ M² x·Ax − 2M |Ax|² + (Ax)·A(Ax).

The upper bound, applied to the vector Ax, makes the last term at most M |Ax|². Therefore

0 ≤ M² x·Ax − M |Ax|²,

and division by M > 0 yields

|Ax|² ≤ M x·Ax.

`residual_sq_le` follows these steps: `hsym` supplies the symmetry, `h1` and `h2` are the two uses of the bounds, and `nlinarith` combines them.

Now expand the squared length of the new error:

|x − sAx|² = |x|² − 2s x·Ax + s²|Ax|²
≤ |x|² − s(2 − sM) x·Ax
≤ ρ |x|².

The last line uses 2 − sM > 0 and the lower bound on x·Ax. In `error_contracts`, `e1` and `e2` are these two inequalities, each already multiplied by its nonnegative factor.

The factor ρ is below 1 because s m (2 − sM) > 0, and it is nonnegative because

ρ = (1 − sm)² + s² m(M − m).

Induction on k gives `error_bound`. Each squared component of the error is at most the whole squared length, so it is squeezed to zero; taking a square root gives `amplitudes_tendsto`. The energy is a continuous function of the amplitudes and converges with them.

## Why the step limit is sharp at an eigenvalue

Suppose Av = Mv with v ≠ 0, and start from u + v. By `eigenvector_error`, with μ = M, the amplitudes after k steps are

u + (1 − sM)ᵏ v.

If these converge to u, choose a component with vᵢ ≠ 0 and divide its error by vᵢ. Then (1 − sM)ᵏ → 0, which forces |1 − sM| < 1, that is, 0 < s < 2/M. This is the forward direction of `converges_iff`; the reverse is `amplitudes_tendsto`.

## Two amplitudes worked through

Take, in arbitrary units,

A = [[2, 1], [1, 2]], b = (3, 0).

The eigenvalues are 1 and 3, so m = 1 and M = 3, and the step must lie below 2/3. The solution is u = (−2, 1), with energy −6. Starting from zero with s = 1/2:

t₀ = (0, 0), squared error 5
t₁ = (−3/2, 0), squared error 5/4
t₂ = (−3/2, 3/4), squared error 5/16

Here ρ = 3/4, while the squared error actually falls by a factor of 4 per step, so the bound is safe but not tight. The energies are 0, −9/2 and −9/2: an unchanged energy between two steps does not show that the amplitudes have converged.

At s = 2/3 the start (−1, 2), which is u plus the eigenvector (1, 1), goes to (−3, 0) and back again without end.

With one amplitude and m = M = a, the bound is exact: ρ = (1 − sa)², and s = 1/a reaches the solution in a single step.
